# Rank-one interlacing: adding $vv^\dagger$ to a Hermitian matrix lowers no level and lifts none above the next original one

## Two levels and one repulsive term

Take a two-level system with energies $E_0 \le E_1$, so that $H = \mathrm{diag}(E_0, E_1)$, and add a term that raises the energy of one particular superposition. With $v = (a, b) \neq 0$, the new Hamiltonian is $H' = H + vv^\dagger$. In a normalised state $x$ its expectation value is

$$x^\dagger H' x = x^\dagger H x + |v^\dagger x|^2 .$$

The added part is never negative, so the new ground level $E_0'$, the minimum of this expression, is at least $E_0$. The state $x = (b^*, -a^*)/\sqrt{|a|^2+|b|^2}$ is orthogonal to $v$ and does not feel the new term. Its energy is a weighted average of $E_0$ and $E_1$, hence at most $E_1$. Together, $E_0 \le E_0' \le E_1$: however strong the repulsion, the ground level never passes the old excited level, because one state escapes the repulsion.

The same idea works for $n$ levels, with a trial state that is also orthogonal to certain eigenstates. Writing $v = \sqrt{g}\,\varphi$ with $\varphi$ normalised and $g \ge 0$ shows what the term stands for: a repulsion of strength $g$ that acts on the single state $\varphi$. For one electron on a finite lattice, with one orbital per site and spin left out, a repulsive potential on a single site has this form, and the result limits how far it can raise each orbital energy except the highest.

## Levels, eigenstates and energies of a finite matrix

The Hamiltonian is a complex $n \times n$ matrix in an orthonormal basis. Passing from such a matrix to a Hamiltonian on an infinite-dimensional space is a step that the hypotheses do not supply.

In Lean 4 with Mathlib:

```lean
import Mathlib

open Matrix

namespace RankOneInterlacing

noncomputable section

variable {n : ℕ} {H A B : Matrix (Fin n) (Fin n) ℂ}
```

Let $E_0(H) \le E_1(H) \le \dots \le E_{n-1}(H)$ be the eigenvalues of a Hermitian $H$, each repeated according to its multiplicity. Counting starts at zero, as it does for the type `Fin n` of indices below $n$.

```lean
/-- The eigenvalues of a Hermitian matrix, counted with multiplicity and listed in
increasing order. -/
def level (hH : H.IsHermitian) (k : Fin n) : ℝ :=
  hH.eigenvalues (Tuple.sort hH.eigenvalues k)
```

The argument `hH` is the statement that $H$ is Hermitian. The permutation `Tuple.sort` puts Mathlib's list of eigenvalues into increasing order. The same permutation, applied to Mathlib's orthonormal eigenbasis, gives eigenstates $u_k$ with $H u_k = E_k(H)\, u_k$.

```lean
/-- The member of an orthonormal eigenbasis that belongs to the `k`-th ordered eigenvalue. -/
def state (hH : H.IsHermitian) (k : Fin n) : Fin n → ℂ :=
  (hH.eigenvectorBasis (Tuple.sort hH.eigenvalues k)).ofLp
```

For a vector $x$ of any length, the quantity to compare is $x^\dagger H x$, which is real when $H$ is Hermitian.

```lean
/-- The real part of `x† H x`, for a vector `x` that need not be normalized. -/
def energy (H : Matrix (Fin n) (Fin n) ℂ) (x : Fin n → ℂ) : ℝ :=
  (star x ⬝ᵥ H *ᵥ x).re
```

The expression `star x ⬝ᵥ y` is $x^\dagger y$, and `H *ᵥ x` is $Hx$. The name `energy` departs from common use, since $x$ is not normalised: the expectation value in the state along $x \ne 0$ is `energy H x` divided by $\|x\|^2 = x^\dagger x$.

The perturbed Hamiltonian has entries $H_{ij} + v_i v_j^*$.

```lean
/-- The matrix `H + v v†`. -/
def rankOneUpdate (H : Matrix (Fin n) (Fin n) ℂ) (v : Fin n → ℂ) :
    Matrix (Fin n) (Fin n) ℂ :=
  H + vecMulVec v (star v)
```

By construction, $j \le k$ implies $E_j(H) \le E_k(H)$.

```lean
/-- The levels of a Hermitian matrix increase weakly with their index. -/
theorem level_mono (hH : H.IsHermitian) : Monotone (level hH) :=
  Tuple.monotone_sort hH.eigenvalues
```

## Expansion in eigenstates

Inserting the completeness relation $\sum_k u_k u_k^\dagger = 1$ between two vectors gives

$$x^\dagger y = \sum_k (u_k^\dagger x)^* \, (u_k^\dagger y).$$

```lean
/-- Completeness of the eigenstates of a Hermitian matrix: an overlap `x† y` is the sum, over the
eigenstates, of the conjugated component of `x` times the component of `y`. -/
theorem overlap_eq_sum (hH : H.IsHermitian) (x y : Fin n → ℂ) :
    star x ⬝ᵥ y = ∑ k, star (star (state hH k) ⬝ᵥ x) * (star (state hH k) ⬝ᵥ y) := by
  have h := hH.eigenvectorBasis.sum_inner_mul_inner (WithLp.toLp 2 x) (WithLp.toLp 2 y)
  simp only [EuclideanSpace.inner_eq_star_dotProduct] at h
  refine (dotProduct_comm _ _).trans (h.symm.trans
    ((Equiv.sum_comp (Tuple.sort hH.eigenvalues) _).symm.trans ?_))
  refine Finset.sum_congr rfl fun k _ => ?_
  have e : star (star (state hH k) ⬝ᵥ x) = state hH k ⬝ᵥ star x := by
    rw [← Matrix.star_dotProduct, dotProduct_comm]
  rw [e, dotProduct_comm (star (state hH k)) y]
  rfl
```

Mathlib has this identity for any orthonormal basis. The proof translates it into matrix notation and relabels the sum with the sorting permutation, which does not change its value.

Now put $y = Hx$. Since $H$ is Hermitian, it can act to the left on its eigenstate: $u_k^\dagger H x = (H u_k)^\dagger x = E_k(H)\, u_k^\dagger x$. Therefore

$$x^\dagger H x = \sum_k E_k(H)\, |u_k^\dagger x|^2 .$$

```lean
/-- For Hermitian `H`, the energy of `x` is the sum of the levels weighted by the squared
moduli of the components of `x` along the eigenstates. -/
theorem energy_eq_sum (hH : H.IsHermitian) (x : Fin n → ℂ) :
    energy H x = ∑ k, level hH k * Complex.normSq (star (state hH k) ⬝ᵥ x) := by
  unfold energy
  rw [overlap_eq_sum hH x (H *ᵥ x), Complex.re_sum]
  refine Finset.sum_congr rfl fun k _ => ?_
  -- let `H` act to the left on its eigenstate
  have hs : H *ᵥ state hH k = level hH k • state hH k := hH.mulVec_eigenvectorBasis _
  have hl : star (state hH k) ᵥ* H = star (H *ᵥ state hH k) := by
    rw [Matrix.star_mulVec, hH.eq]
  have hc : star (state hH k) ⬝ᵥ H *ᵥ x
      = (level hH k : ℂ) * (star (state hH k) ⬝ᵥ x) := by
    rw [Matrix.dotProduct_mulVec, hl, hs, star_smul, star_trivial, smul_dotProduct,
      Complex.real_smul]
  rw [hc]
  generalize star (state hH k) ⬝ᵥ x = c
  simp [Complex.mul_re, Complex.mul_im, Complex.normSq_apply]
  ring
```

The facts `hs`, `hl` and `hc` are the eigenvalue equation, the move of $H$ to the left, and the resulting component of $Hx$. The last lines multiply a complex number by its conjugate and take the real part.

## A trial vector that meets the constraints

Let $w_1, \dots, w_m$ be vectors with $m < n$. The linear map $x \mapsto (w_1^\dagger x, \dots, w_m^\dagger x)$ goes from $n$ dimensions to $m$, so it cannot be injective. Some $x \ne 0$ is sent to zero, which means that it is orthogonal to every $w_i$.

```lean
/-- Fewer than `n` vectors in an `n`-dimensional state space leave room for a nonzero vector
orthogonal to all of them. -/
theorem exists_orthogonal {ι : Type*} [Fintype ι] (w : ι → Fin n → ℂ)
    (h : Fintype.card ι < n) : ∃ x : Fin n → ℂ, x ≠ 0 ∧ ∀ i, star (w i) ⬝ᵥ x = 0 := by
  let f := Matrix.mulVecLin (Matrix.of fun i j => star (w i j))
  have hk : LinearMap.ker f ≠ ⊥ := by
    intro hbot
    have := LinearMap.finrank_le_finrank_of_injective (LinearMap.ker_eq_bot.mp hbot)
    simp only [Module.finrank_fintype_fun_eq_card, Fintype.card_fin] at this
    omega
  obtain ⟨x, hx, h0⟩ := Submodule.exists_mem_ne_zero_of_ne_bot hk
  exact ⟨x, h0, fun i => congrFun (LinearMap.mem_ker.mp hx) i⟩
```

Here `f` is that map. If its kernel were trivial, comparing dimensions would give $n \le m$, and `omega` finds the contradiction.

Such a vector allows two Hermitian matrices $A$ and $B$ to be compared level by level. Suppose that $x^\dagger B x \le x^\dagger A x$ for every $x$ orthogonal to $r$ given vectors, and let $k + r \le l$. Ask for a nonzero $x$ that is orthogonal to

- the $k$ eigenstates of $B$ below level $k$,
- the $n - 1 - l$ eigenstates of $A$ above level $l$,
- the $r$ given vectors.

These are $k + (n-1-l) + r \le n - 1$ conditions, so such an $x$ exists. In the expansion of $x^\dagger B x$ only levels from $k$ upwards contribute, and in that of $x^\dagger A x$ only levels up to $l$. The squared components add up to $\|x\|^2$ in either eigenbasis, hence

$$E_k(B)\,\|x\|^2 \le x^\dagger B x \le x^\dagger A x \le E_l(A)\,\|x\|^2 .$$

Dividing by $\|x\|^2 > 0$ gives $E_k(B) \le E_l(A)$.

```lean
/-- Comparison under constraints: if the energy of Hermitian `B` is at most that of Hermitian
`A` on all vectors orthogonal to `r` given ones, then level `k` of `B` is at most level `l`
of `A` whenever `k + r ≤ l`. -/
theorem level_le_of_constraints (hA : A.IsHermitian) (hB : B.IsHermitian) {r : ℕ}
    (w : Fin r → Fin n → ℂ)
    (h : ∀ x, (∀ s, star (w s) ⬝ᵥ x = 0) → energy B x ≤ energy A x)
    (k l : Fin n) (hkl : (k : ℕ) + r ≤ l) : level hB k ≤ level hA l := by
  -- a trial vector without components on `B` below `k`, on `A` above `l`, and on `w`
  obtain ⟨x, hx0, hx⟩ := exists_orthogonal
    (ι := ↥(Finset.Iio k) ⊕ (↥(Finset.Ioi l) ⊕ Fin r))
    (Sum.elim (fun j => state hB j) (Sum.elim (fun i => state hA i) w)) (by
      simp only [Fintype.card_sum, Fintype.card_coe, Fin.card_Iio, Fin.card_Ioi,
        Fintype.card_fin]
      have := l.isLt
      omega)
  have hnorm : ∀ {M : Matrix (Fin n) (Fin n) ℂ} (hM : M.IsHermitian),
      (star x ⬝ᵥ x).re = ∑ j, Complex.normSq (star (state hM j) ⬝ᵥ x) := by
    intro M hM
    rw [overlap_eq_sum hM x x, Complex.re_sum]
    refine Finset.sum_congr rfl fun j _ => ?_
    rw [mul_comm, Complex.star_def, Complex.mul_conj, Complex.ofReal_re]
  have hpos : 0 < (star x ⬝ᵥ x).re := by
    obtain ⟨i, hi⟩ := Function.ne_iff.mp hx0
    have e : (star x ⬝ᵥ x).re = ∑ i, Complex.normSq (x i) := by
      simp [dotProduct, Complex.re_sum, Complex.normSq_apply]
    rw [e]
    exact Finset.sum_pos' (fun j _ => Complex.normSq_nonneg _)
      ⟨i, Finset.mem_univ i, Complex.normSq_pos.mpr hi⟩
  have hlow : level hB k * (star x ⬝ᵥ x).re ≤ energy B x := by
    rw [energy_eq_sum hB, hnorm hB, Finset.mul_sum]
    refine Finset.sum_le_sum fun j _ => ?_
    by_cases hj : j < k
    · have hz : star (state hB j) ⬝ᵥ x = 0 := hx (Sum.inl ⟨j, Finset.mem_Iio.mpr hj⟩)
      simp [hz]
    · exact mul_le_mul_of_nonneg_right (level_mono hB (not_lt.mp hj))
        (Complex.normSq_nonneg _)
  have hupp : energy A x ≤ level hA l * (star x ⬝ᵥ x).re := by
    rw [energy_eq_sum hA, hnorm hA, Finset.mul_sum]
    refine Finset.sum_le_sum fun j _ => ?_
    by_cases hj : l < j
    · have hz : star (state hA j) ⬝ᵥ x = 0 :=
        hx (Sum.inr (Sum.inl ⟨j, Finset.mem_Ioi.mpr hj⟩))
      simp [hz]
    · exact mul_le_mul_of_nonneg_right (level_mono hA (not_lt.mp hj))
        (Complex.normSq_nonneg _)
  have hmid := h x fun s => hx (Sum.inr (Sum.inr s))
  exact le_of_mul_le_mul_right (hlow.trans (hmid.trans hupp)) hpos
```

The three groups of conditions appear as the three parts of the index type given to `exists_orthogonal`, and `omega` does the count. The facts `hlow`, `hmid` and `hupp` are the three inequalities of the chain, from left to right. The outer two are proved term by term: either the component of $x$ vanishes, or the ordering of the levels gives the bound. The fact `hnorm` is the expansion of $\|x\|^2$, and `hpos` says that it is positive.

## What the added term does to the energy

The matrix $vv^\dagger$ has entries $v_i v_j^*$, and exchanging $i$ and $j$ gives the complex conjugate. So $H' = H + vv^\dagger$ is Hermitian and has real levels of its own.

```lean
/-- If `H` is Hermitian, so is `H + v v†`. -/
theorem isHermitian_update (hH : H.IsHermitian) (v : Fin n → ℂ) :
    (rankOneUpdate H v).IsHermitian :=
  hH.add (Matrix.IsHermitian.ext fun i j => by simp [vecMulVec_apply, mul_comm])
```

Acting on $x$, the added term gives $vv^\dagger x = (v^\dagger x)\, v$. Since $x^\dagger v = (v^\dagger x)^*$,

$$x^\dagger H' x = x^\dagger H x + |v^\dagger x|^2 .$$

```lean
/-- Adding `v v†` raises the energy of `x` by the squared modulus of the overlap `v† x`. -/
theorem energy_update (H : Matrix (Fin n) (Fin n) ℂ) (v x : Fin n → ℂ) :
    energy (rankOneUpdate H v) x = energy H x + Complex.normSq (star v ⬝ᵥ x) := by
  have h : vecMulVec v (star v) *ᵥ x = (star v ⬝ᵥ x) • v := by
    ext i
    simp only [Matrix.mulVec, dotProduct, vecMulVec_apply, Pi.smul_apply, smul_eq_mul,
      Finset.sum_mul]
    exact Finset.sum_congr rfl fun j _ => by ring
  unfold energy rankOneUpdate
  rw [Matrix.add_mulVec, h, dotProduct_add, dotProduct_smul, Complex.add_re,
    Matrix.star_dotProduct x v, smul_eq_mul, Complex.star_def, Complex.mul_conj,
    Complex.ofReal_re]
```

The fact `h` is the action of $vv^\dagger$ on $x$, and the rewriting after it takes the product with $x^\dagger$.

## The interlacing inequalities

Two properties of $|v^\dagger x|^2$ now suffice.

It is never negative, so $x^\dagger H x \le x^\dagger H' x$ for all $x$. The comparison with $B = H$, $A = H'$, $r = 0$ and $l = k$ gives $E_k(H) \le E_k(H')$.

It vanishes when $x$ is orthogonal to $v$, so on those vectors $x^\dagger H' x = x^\dagger H x$. The comparison with $B = H'$, $A = H$, the single constraint vector $v$ and $l = k+1$ gives $E_k(H') \le E_{k+1}(H)$. The two results combine to

$$E_k(H) \le E_k(H + vv^\dagger) \le E_{k+1}(H).$$

```lean
/-- Rank-one interlacing: for Hermitian `H`, adding `v v†` lowers no level, and raises no
level above the next higher level of `H`. -/
theorem rank_one_interlacing (hH : H.IsHermitian) (v : Fin n → ℂ) :
    (∀ k, level hH k ≤ level (isHermitian_update hH v) k) ∧
    ∀ k l : Fin n, (k : ℕ) + 1 = l → level (isHermitian_update hH v) k ≤ level hH l := by
  constructor
  · -- no constraint: the energy never decreases
    intro k
    refine level_le_of_constraints (r := 0) _ hH (fun s => s.elim0) (fun x _ => ?_) k k
      (by simp)
    rw [energy_update]
    linarith [Complex.normSq_nonneg (star v ⬝ᵥ x)]
  · -- one constraint: the energy is unchanged on vectors orthogonal to `v`
    intro k l hkl
    refine level_le_of_constraints (r := 1) hH _ (fun _ => v) (fun x hx => ?_) k l hkl.le
    rw [energy_update, hx 0]
    simp
```

The first half of the statement holds for every index `k`. The second half takes two valid indices with `(k : ℕ) + 1 = l`, so it speaks only of levels that have a next one. The highest level has no upper bound of this kind, and for $n = 1$ the second half is empty. The vector $v$ is arbitrary, and $v = 0$ is allowed. The two bullets of the proof are the two comparisons above, with `r := 0` and `r := 1`.

## The lower of two coinciding levels stays in place

If $E_k(H) = E_{k+1}(H)$, the two bounds on $E_k(H')$ coincide and

$$E_k(H') = E_k(H).$$

In physical terms, two degenerate eigenstates always have a combination orthogonal to $v$, and this combination remains an eigenstate with the old energy.

```lean
/-- If two consecutive levels of Hermitian `H` coincide, the lower-indexed one keeps its value
when `v v†` is added. -/
theorem degenerate_level_pinned (hH : H.IsHermitian) (v : Fin n → ℂ) (k l : Fin n)
    (hkl : (k : ℕ) + 1 = l) (hdeg : level hH k = level hH l) :
    level (isHermitian_update hH v) k = level hH k :=
  le_antisymm (((rank_one_interlacing hH v).2 k l hkl).trans hdeg.ge)
    ((rank_one_interlacing hH v).1 k)
```

The hypothesis `hdeg` is the degeneracy, and `le_antisymm` joins the two bounds into an equality.

## The shifts add up to $\|v\|^2$

The sum of the levels is the trace of the matrix, and the trace is additive. Therefore

$$\sum_k \bigl[E_k(H') - E_k(H)\bigr] = \operatorname{Tr}(vv^\dagger) = \sum_i |v_i|^2 = \|v\|^2 .$$

For the repulsion of strength $g$ on a normalised state, the total shift is $g$, whatever that state is. The interlacing inequalities restrict how this total is shared among the levels.

```lean
/-- Sum rule: the shifts of all levels of Hermitian `H` caused by adding `v v†` add up to the
squared norm of `v`. -/
theorem sum_level_shifts (hH : H.IsHermitian) (v : Fin n → ℂ) :
    ∑ k, (level (isHermitian_update hH v) k - level hH k) = ∑ i, Complex.normSq (v i) := by
  -- the levels add up to the trace
  have ht : ∀ {M : Matrix (Fin n) (Fin n) ℂ} (hM : M.IsHermitian),
      ∑ k, level hM k = M.trace.re := by
    intro M hM
    rw [hM.trace_eq_sum_eigenvalues]
    simp [level, Equiv.sum_comp (Tuple.sort hM.eigenvalues) hM.eigenvalues]
  have hv : (vecMulVec v (star v)).trace.re = ∑ i, Complex.normSq (v i) := by
    simp [Matrix.trace, vecMulVec_apply, Complex.re_sum, Complex.normSq_apply]
  rw [Finset.sum_sub_distrib, ht, ht, rankOneUpdate, Matrix.trace_add, Complex.add_re, hv]
  ring

end

end RankOneInterlacing
```

The fact `ht` equates the sum of the levels with the trace, where sorting again only relabels the sum, and `hv` evaluates the trace of $vv^\dagger$.

```lean
#print axioms RankOneInterlacing.rank_one_interlacing
-- 'RankOneInterlacing.rank_one_interlacing' depends on axioms: [propext, Classical.choice, Quot.sound]
#print axioms RankOneInterlacing.degenerate_level_pinned
-- 'RankOneInterlacing.degenerate_level_pinned' depends on axioms: [propext, Classical.choice, Quot.sound]
#print axioms RankOneInterlacing.sum_level_shifts
-- 'RankOneInterlacing.sum_level_shifts' depends on axioms: [propext, Classical.choice, Quot.sound]
```
